# Newton's method for the Vinet volume converges monotonically from the compressed side when B₀′ ≥ 1

One way to compare the enthalpies of crystal structures at a pressure p is to find the volume V of each structure at p and add pV to its energy there. A Vinet fit to electronic-structure energies gives pressure as a function of volume, and the volume at p can be found by inverting it numerically. The problems below treat this inversion by Newton's method for one phase under compression, with the fitted parameters held fixed.

Let V₀ be the zero-pressure volume, B₀ > 0 the bulk modulus there and B₀′ its pressure derivative. With x = (V/V₀)^(1/3) and h = (3/2)(B₀′ − 1), often written η, the Vinet form, taken here as given, is

P(x) = 3B₀(1 − x) exp(h(1 − x))/x².

Assume h ≥ 0, that is, B₀′ ≥ 1. Compressed states lie in 0 < x ≤ 1, which is `Ioc 0 1` in Lean. Newton's method is applied to x, and V = V₀x³ then gives the volume. Primes on P denote derivatives in x, not in V.

```lean
import Mathlib

open Set Filter Topology

namespace VinetNewton

noncomputable section

/-- The Vinet pressure at linear compression `x = (V/V₀)^(1/3)`, for `x ≠ 0`. -/
def vinetPressure (B₀ h x : ℝ) : ℝ :=
  3 * B₀ * (1 - x) * Real.exp (h * (1 - x)) / x ^ 2
```

## (a) The slope

Show that, for x ≠ 0,

P′(x) = −3B₀ exp(h(1 − x)) (2 − x + hx(1 − x))/x³.

Write E = exp(h(1 − x)). The numerator A = 3B₀(1 − x)E has derivative A′ = −3B₀E(1 + h(1 − x)). The quotient rule gives

P′ = (xA′ − 2A)/x³ = −3B₀E[x + hx(1 − x) + 2(1 − x)]/x³,

and the bracket is 2 − x + hx(1 − x).

Lean names this formula `vinetSlope`.

```lean
/-- The closed formula for the slope of the Vinet pressure, for `x ≠ 0`. -/
def vinetSlope (B₀ h x : ℝ) : ℝ :=
  -(3 * B₀ * Real.exp (h * (1 - x)) * (2 - x + h * x * (1 - x)) / x ^ 3)
```

The Newton step, written N(x) below, uses the true derivative `deriv`:

N(x) = x − (P(x) − p)/P′(x).

```lean
/-- One Newton step for the equation `P(x) = p`, for `x ≠ 0` with `P'(x) ≠ 0`. -/
def newtonStep (B₀ h p x : ℝ) : ℝ :=
  x - (vinetPressure B₀ h x - p) / deriv (vinetPressure B₀ h) x
```

The next theorem identifies the derivative with the formula. It assembles the same product and quotient rules, and `field_simp` and `ring` do the algebra.

```lean
variable {B₀ h p : ℝ}

/-- At `x ≠ 0` the derivative of the Vinet pressure is `vinetSlope`. -/
theorem hasDerivAt_vinetPressure (B₀ h : ℝ) {x : ℝ} (hx : x ≠ 0) :
    HasDerivAt (vinetPressure B₀ h) (vinetSlope B₀ h x) x := by
  have h1 : HasDerivAt (fun y : ℝ => 1 - y) (-1) x := (hasDerivAt_id' x).const_sub 1
  have h2 : HasDerivAt (fun y : ℝ => Real.exp (h * (1 - y)))
      (Real.exp (h * (1 - x)) * (h * (-1))) x := (h1.const_mul h).exp
  have h3 : HasDerivAt (fun y : ℝ => y ^ 2) (2 * x) x := by
    simpa using hasDerivAt_pow 2 x
  have h4 := ((h1.const_mul (3 * B₀)).fun_mul h2).fun_div h3 (pow_ne_zero 2 hx)
  refine h4.congr_deriv ?_
  unfold vinetSlope
  field_simp
  ring
```

## (b) Its sign

Show that P′(x) < 0 for 0 < x ≤ 1.

Here 2 − x ≥ 1 and hx(1 − x) ≥ 0, so the bracket in (a) is positive. The other factors are positive too, and the minus sign remains.

```lean
/-- For `B₀ > 0` and `h ≥ 0` the slope of the Vinet pressure is negative on `(0,1]`. -/
theorem vinetSlope_neg (hB : 0 < B₀) (hh : 0 ≤ h) {x : ℝ} (hx : x ∈ Ioc (0 : ℝ) 1) :
    vinetSlope B₀ h x < 0 := by
  have h1 := mul_nonneg (mul_nonneg hh hx.1.le) (sub_nonneg.2 hx.2)
  have h2 : 0 < 2 - x + h * x * (1 - x) := by linarith [hx.2]
  exact neg_neg_of_pos (div_pos (mul_pos (mul_pos (by positivity) (Real.exp_pos _)) h2)
    (pow_pos hx.1 3))
```

## (c) The curve lies above its tangents

Show that, for x and y in (0,1],

P(y) ≥ P(x) + P′(x)(y − x).

Since exp(t) ≥ 1 + t, we have exp(h(1 − y)) ≥ E(1 + h(x − y)). Multiplying by 3B₀(1 − y)/y² ≥ 0 gives

P(y) ≥ 3B₀E(1 − y)(1 + h(x − y))/y².

Subtract the tangent from the right-hand side and use the common denominator x³y². Apart from the factor 3B₀E, the numerator is

x³(1 − y)(1 + h(x − y)) − xy²(1 − x) + y²(y − x)(2 − x + hx(1 − x)).

Its terms without h combine to (y − x)²(x + 2y − xy), and those with h to hx(y − x)²(x + y − xy). Both are nonnegative because xy ≤ y.

In the code, `hE` is the exponential bound, the second `e` the remainder identity and `hr` its sign.

```lean
/-- For `B₀ > 0` and `h ≥ 0` the Vinet pressure curve on `(0,1]` lies above each of its
tangents. -/
theorem tangent_le_vinetPressure (hB : 0 < B₀) (hh : 0 ≤ h) {x y : ℝ}
    (hx : x ∈ Ioc (0 : ℝ) 1) (hy : y ∈ Ioc (0 : ℝ) 1) :
    vinetPressure B₀ h x + vinetSlope B₀ h x * (y - x) ≤ vinetPressure B₀ h y := by
  have hx0 := hx.1
  have hy0 := hy.1
  -- tangent bound for the exponential factor
  have hE : Real.exp (h * (1 - x)) * (h * (x - y) + 1) ≤ Real.exp (h * (1 - y)) := by
    have e : Real.exp (h * (1 - y)) = Real.exp (h * (1 - x)) * Real.exp (h * (x - y)) := by
      rw [← Real.exp_add]
      congr 1
      ring
    rw [e]
    exact mul_le_mul_of_nonneg_left (Real.add_one_le_exp _) (Real.exp_pos _).le
  have hc : 0 ≤ 3 * B₀ * (1 - y) / y ^ 2 :=
    div_nonneg (mul_nonneg (by positivity) (sub_nonneg.2 hy.2)) (by positivity)
  have t := mul_le_mul_of_nonneg_left hE hc
  -- what remains above the tangent is an explicit nonnegative term
  have e : 3 * B₀ * (1 - y) / y ^ 2 * (Real.exp (h * (1 - x)) * (h * (x - y) + 1))
      - (vinetPressure B₀ h x + vinetSlope B₀ h x * (y - x))
      = 3 * B₀ * Real.exp (h * (1 - x)) * (y - x) ^ 2
        * (x + 2 * y - x * y + h * x * (x + y - x * y)) / (x ^ 3 * y ^ 2) := by
    unfold vinetPressure vinetSlope
    field_simp
    ring
  have hxy : x * y ≤ y := mul_le_of_le_one_left hy0.le hx.2
  have hk : 0 ≤ x + 2 * y - x * y + h * x * (x + y - x * y) :=
    add_nonneg (by linarith) (mul_nonneg (mul_nonneg hh hx0.le) (by linarith))
  have hr : 0 ≤ 3 * B₀ * Real.exp (h * (1 - x)) * (y - x) ^ 2
      * (x + 2 * y - x * y + h * x * (x + y - x * y)) / (x ^ 3 * y ^ 2) :=
    div_nonneg (mul_nonneg (by positivity) hk) (by positivity)
  have ey : vinetPressure B₀ h y
      = 3 * B₀ * (1 - y) / y ^ 2 * Real.exp (h * (1 - y)) := by
    unfold vinetPressure
    ring
  linarith
```

## (d) Pressure falls as x grows

Show that x < y in (0,1] implies

P(x) > P(y).

By (c), with the tangent taken at y, P(x) ≥ P(y) + P′(y)(x − y). The last product is positive, as both factors are negative.

```lean
/-- For `B₀ > 0` and `h ≥ 0` the Vinet pressure is strictly decreasing in `x` on `(0,1]`. -/
theorem vinetPressure_strictAntiOn (hB : 0 < B₀) (hh : 0 ≤ h) :
    StrictAntiOn (vinetPressure B₀ h) (Ioc 0 1) := by
  intro x hx y hy hxy
  have h1 := tangent_le_vinetPressure hB hh hy hx
  have h2 := mul_pos_of_neg_of_neg (vinetSlope_neg hB hh hy) (sub_neg.2 hxy)
  linarith
```

## (e) One Newton step

Let r in (0,1] satisfy P(r) = p. Show that, for every x in (0,1],

N(x) ≤ r, and x ≤ N(x) if P(x) ≥ p.

By (c) with y = r, P(x) − p ≤ P′(x)(x − r). Dividing by P′(x) < 0 reverses the inequality:

(P(x) − p)/P′(x) ≥ x − r,

so N(x) ≤ r. If P(x) ≥ p, the quotient is at most zero and N(x) ≥ x.

```lean
/-- For `B₀ > 0` and `h ≥ 0`, a Newton step from any `x` in `(0,1]` does not exceed a solution
`r` in `(0,1]`, and it does not decrease `x` if `P(x) ≥ p`. -/
theorem newtonStep_bounds (hB : 0 < B₀) (hh : 0 ≤ h) {x r : ℝ} (hx : x ∈ Ioc (0 : ℝ) 1)
    (hr : r ∈ Ioc (0 : ℝ) 1) (hrp : vinetPressure B₀ h r = p) :
    newtonStep B₀ h p x ≤ r ∧ (p ≤ vinetPressure B₀ h x → x ≤ newtonStep B₀ h p x) := by
  have hs := vinetSlope_neg hB hh hx
  have ht := tangent_le_vinetPressure hB hh hx hr
  unfold newtonStep
  rw [(hasDerivAt_vinetPressure B₀ h hx.1.ne').deriv]
  constructor
  · have : x - r ≤ (vinetPressure B₀ h x - p) / vinetSlope B₀ h x := by
      rw [le_div_iff_of_neg hs]
      linarith
    linarith
  · intro hp
    have := div_nonpos_of_nonneg_of_nonpos (sub_nonneg.2 hp) hs.le
    linarith
```

## (f) Convergence

Let p ≥ 0, x₀ in (0,1], P(x₀) ≥ p and xₙ₊₁ = N(xₙ). Show that the iterates stay in (0,1], never decrease, and satisfy

xₙ → r, where r is the unique solution of P(r) = p in (0,1].

Since P(1) = 0 ≤ p ≤ P(x₀), the intermediate value theorem gives r in [x₀,1], unique by (d). If 0 < xₙ ≤ r, then P(xₙ) ≥ p by (d), and (e) gives xₙ ≤ xₙ₊₁ ≤ r. By induction the sequence is nondecreasing and bounded, so it has a limit L in (0,1]. Rewrite the update as

(xₙ − xₙ₊₁)P′(xₙ) = P(xₙ) − p.

By continuity the limit is 0 = P(L) − p, so L = r.

In Lean, `x` is now the whole sequence, `hinv` the induction and `hstep` the rewritten update. The theorem concerns real-number sequences; passing to a program that rounds and stops needs a separate error estimate.

```lean
/-- Let `B₀ > 0`, `h ≥ 0`, `p ≥ 0`. Newton iterates started in `(0,1]` at a pressure of at
least `p` stay in `(0,1]`, never decrease, and converge to the unique solution of `P(x) = p`
in `(0,1]`. -/
theorem newton_converges (hB : 0 < B₀) (hh : 0 ≤ h) (hp : 0 ≤ p) {x : ℕ → ℝ}
    (h0 : x 0 ∈ Ioc (0 : ℝ) 1) (hP : p ≤ vinetPressure B₀ h (x 0))
    (hx : ∀ n, x (n + 1) = newtonStep B₀ h p (x n)) :
    (∀ n, x n ∈ Ioc (0 : ℝ) 1) ∧ Monotone x ∧
      ∃ r ∈ Ioc (0 : ℝ) 1, vinetPressure B₀ h r = p ∧
        (∀ y ∈ Ioc (0 : ℝ) 1, vinetPressure B₀ h y = p → y = r) ∧
        Tendsto x atTop (𝓝 r) := by
  have hanti := vinetPressure_strictAntiOn hB hh
  -- a solution exists between the starting point and the uncompressed state
  have hcont : ContinuousOn (vinetPressure B₀ h) (Icc (x 0) 1) := fun y hy =>
    (hasDerivAt_vinetPressure B₀ h
      (lt_of_lt_of_le h0.1 hy.1).ne').continuousAt.continuousWithinAt
  have hP1 : vinetPressure B₀ h 1 ≤ p := by simpa [vinetPressure] using hp
  obtain ⟨r, hr, hrp⟩ := intermediate_value_Icc' h0.2 hcont ⟨hP1, hP⟩
  have hr1 : r ∈ Ioc (0 : ℝ) 1 := ⟨lt_of_lt_of_le h0.1 hr.1, hr.2⟩
  have up : ∀ n, x n ∈ Ioc (0 : ℝ) 1 → x n ≤ r → x n ≤ x (n + 1) := by
    intro n h1 h2
    rw [hx n]
    refine (newtonStep_bounds hB hh h1 hr1 hrp).2 ?_
    rw [← hrp]
    exact hanti.antitoneOn h1 hr1 h2
  -- the iterates remain on the compressed side of the solution
  have hinv : ∀ n, x n ∈ Ioc (0 : ℝ) 1 ∧ x n ≤ r := by
    intro n
    induction n with
    | zero => exact ⟨h0, hr.1⟩
    | succ n ih =>
      have h1 := up n ih.1 ih.2
      have h2 : x (n + 1) ≤ r := by
        rw [hx n]
        exact (newtonStep_bounds hB hh ih.1 hr1 hrp).1
      exact ⟨⟨lt_of_lt_of_le ih.1.1 h1, h2.trans hr.2⟩, h2⟩
  have hmono : Monotone x := monotone_nat_of_le_succ fun n => up n (hinv n).1 (hinv n).2
  obtain ⟨L, hL⟩ : ∃ L, Tendsto x atTop (𝓝 L) :=
    ⟨_, tendsto_atTop_ciSup hmono ⟨r, by rintro _ ⟨n, rfl⟩; exact (hinv n).2⟩⟩
  have hL0 : 0 < L := lt_of_lt_of_le h0.1 (hmono.ge_of_tendsto hL 0)
  have hL1 : L ≤ 1 := le_of_tendsto' hL fun n => (hinv n).1.2
  -- pass to the limit in the Newton equation
  have hstep : ∀ n, (x n - x (n + 1)) * vinetSlope B₀ h (x n)
      = vinetPressure B₀ h (x n) - p := by
    intro n
    have hn := (hinv n).1
    rw [hx n, newtonStep, (hasDerivAt_vinetPressure B₀ h hn.1.ne').deriv, sub_sub_cancel,
      div_mul_cancel₀ _ (vinetSlope_neg hB hh hn).ne]
  have hc : ContinuousAt (vinetSlope B₀ h) L := by
    unfold vinetSlope
    fun_prop (disch := exact pow_ne_zero 3 hL0.ne')
  have t1 : Tendsto (fun n => (x n - x (n + 1)) * vinetSlope B₀ h (x n)) atTop
      (𝓝 ((L - L) * vinetSlope B₀ h L)) :=
    (hL.sub ((tendsto_add_atTop_iff_nat 1).2 hL)).mul (hc.tendsto.comp hL)
  have t2 : Tendsto (fun n => vinetPressure B₀ h (x n) - p) atTop
      (𝓝 (vinetPressure B₀ h L - p)) :=
    ((hasDerivAt_vinetPressure B₀ h hL0.ne').continuousAt.tendsto.comp hL).sub_const p
  have hlim := tendsto_nhds_unique (t1.congr hstep) t2
  rw [sub_self, zero_mul] at hlim
  have hLr : L = r := hanti.injOn ⟨hL0, hL1⟩ hr1 (by linarith)
  exact ⟨fun n => (hinv n).1, hmono, r, hr1, hrp,
    fun y hy hyp => hanti.injOn hy hr1 (hyp.trans hrp.symm), hLr ▸ hL⟩
```

## (g) Starting from the uncompressed volume

Show that

N(1) = 1 − p/(3B₀), and N(1) ≤ 0 exactly when p ≥ 3B₀.

Insert P(1) = 0 and P′(1) = −3B₀ into N; the second claim follows on multiplying by 3B₀ > 0.

This shows what can fail in (f) without P(x₀) ≥ p: for p = 3B₀ and x₀ = 1, the first iterate is 0, which lies outside (0,1].

```lean
/-- For `B₀ > 0`, the Newton step from the uncompressed state `x = 1` gives `1 - p/(3B₀)`,
which fails to be positive exactly when `p ≥ 3B₀`. -/
theorem newtonStep_from_uncompressed (hB : 0 < B₀) (h p : ℝ) :
    newtonStep B₀ h p 1 = 1 - p / (3 * B₀) ∧
      (newtonStep B₀ h p 1 ≤ 0 ↔ 3 * B₀ ≤ p) := by
  have h1 : vinetPressure B₀ h 1 = 0 := by simp [vinetPressure]
  have h2 : vinetSlope B₀ h 1 = -(3 * B₀) := by norm_num [vinetSlope]
  have e : newtonStep B₀ h p 1 = 1 - p / (3 * B₀) := by
    rw [newtonStep, (hasDerivAt_vinetPressure B₀ h one_ne_zero).deriv, h1, h2, zero_sub,
      neg_div_neg_eq]
  refine ⟨e, ?_⟩
  rw [e, sub_nonpos, one_le_div (by positivity)]

end

end VinetNewton
```

```lean
#print axioms VinetNewton.newton_converges
#print axioms VinetNewton.newtonStep_from_uncompressed
```

```
'VinetNewton.newton_converges' depends on axioms: [propext, Classical.choice, Quot.sound]
'VinetNewton.newtonStep_from_uncompressed' depends on axioms: [propext, Classical.choice, Quot.sound]
```
